# The normal matrix of an R⁻⁶ and R⁻⁸ fit has positive determinant exactly when two distances differ

Take a finite list of positive interatomic distances R_k, and a fit whose design matrix has one row (R_k⁻⁶, R_k⁻⁸) for each distance. The theorem `det_normalMatrix_pos_iff` says that the determinant of the normal matrix, the transposed design matrix times the design matrix, is positive if and only if at least two of the distances differ. The proof uses an earlier lemma that writes this determinant as the sum over pairs k < l of (R_k R_l)⁻¹² (R_k⁻² − R_l⁻²)². If all distances are equal, every term is zero; if two differ, their term is positive and no other term is negative.

The failing Lean file:

```lean
import Mathlib

open Matrix

namespace DetNormalMatrixPosIff

noncomputable section

/-- An interatomic distance: a positive real number. -/
abbrev Distance := {r : ℝ // 0 < r}

/-- The design matrix of the fit, with columns `R_k^-6` and `R_k^-8`. -/
def design {n : ℕ} (R : Fin n → Distance) : Matrix (Fin n) (Fin 2) ℝ :=
  Matrix.of fun k => ![1 / (R k : ℝ) ^ 6, 1 / (R k : ℝ) ^ 8]

/-- The normal matrix of the fit: the transposed design matrix times the design matrix. -/
def normalMatrix {n : ℕ} (R : Fin n → Distance) : Matrix (Fin 2) (Fin 2) ℝ :=
  (design R)ᵀ * design R

/-- For any two-column matrix, the determinant of the normal matrix is the sum over pairs of rows
of the squared two-by-two minors. -/
theorem det_gram_two_columns {n : ℕ} (A : Matrix (Fin n) (Fin 2) ℝ) :
    (Aᵀ * A).det =
      ∑ k, ∑ l ∈ Finset.Ioi k, (A k 0 * A l 1 - A l 0 * A k 1) ^ 2 := by
  obtain ⟨f, hf⟩ : ∃ f : Fin n → Fin n → ℝ,
      ∀ k l, f k l = (A k 0 * A l 1 - A l 0 * A k 1) ^ 2 := ⟨_, fun _ _ => rfl⟩
  have hsymm : ∀ k l, f k l = f l k := fun k l => by rw [hf, hf]; ring
  have hdiag : ∀ k, f k k = 0 := fun k => by rw [hf]; ring
  -- the sum over all ordered pairs is twice the determinant
  have hfull : ∑ k, ∑ l, f k l = 2 * (Aᵀ * A).det := by
    have h : ∑ k, ∑ l, f k l =
        (∑ k, A k 0 * A k 0) * (∑ l, A l 1 * A l 1)
        + (∑ k, A k 1 * A k 1) * (∑ l, A l 0 * A l 0)
        - (∑ k, A k 0 * A k 1) * (∑ l, A l 1 * A l 0)
        - (∑ k, A k 0 * A k 1) * (∑ l, A l 1 * A l 0) := by
      rw [Finset.sum_mul_sum, Finset.sum_mul_sum, Finset.sum_mul_sum]
      simp only [← Finset.sum_add_distrib, ← Finset.sum_sub_distrib]
      refine Finset.sum_congr rfl fun k _ => Finset.sum_congr rfl fun l _ => ?_
      rw [hf]; ring
    rw [h]
    simp only [Matrix.det_fin_two, Matrix.mul_apply, Matrix.transpose_apply]
    ring
  -- it is also twice the sum over pairs with `k < l`
  have hIoi : ∀ k, ∑ l ∈ Finset.Ioi k, f k l = ∑ l, if k < l then f k l else 0 := fun k => by
    rw [← Finset.sum_filter]
    exact Finset.sum_congr (by ext l; simp) fun _ _ => rfl
  have hswap : ∑ k, ∑ l, (if l < k then f k l else 0) =
      ∑ k, ∑ l, (if k < l then f k l else 0) := by
    refine Finset.sum_comm.trans
      (Finset.sum_congr rfl fun x _ => Finset.sum_congr rfl fun y _ => ?_)
    rw [hsymm y x]
  have hsplit : ∑ k, ∑ l, f k l = ∑ k, ∑ l, (if k < l then f k l else 0)
      + ∑ k, ∑ l, (if l < k then f k l else 0) := by
    simp only [← Finset.sum_add_distrib]
    refine Finset.sum_congr rfl fun k _ => Finset.sum_congr rfl fun l _ => ?_
    rcases lt_trichotomy k l with h | h | h
    · simp [h, not_lt_of_ge h.le]
    · subst h; simp [hdiag]
    · simp [h, not_lt_of_ge h.le]
  simp only [← hf, hIoi]
  linarith

/-- The determinant of the normal matrix is the sum over pairs `k < l` of
`(R_k R_l)^-12 (R_k^-2 - R_l^-2)^2`. -/
theorem det_normalMatrix {n : ℕ} (R : Fin n → Distance) :
    (normalMatrix R).det = ∑ k, ∑ l ∈ Finset.Ioi k,
      1 / ((R k : ℝ) * R l) ^ 12 * (1 / (R k : ℝ) ^ 2 - 1 / (R l : ℝ) ^ 2) ^ 2 := by
  rw [normalMatrix, det_gram_two_columns]
  refine Finset.sum_congr rfl fun k _ => Finset.sum_congr rfl fun l _ => ?_
  simp only [design, Matrix.of_apply, Matrix.cons_val_zero, Matrix.cons_val_one]
  ring

/-- The determinant of the normal matrix is positive exactly when two training distances differ. -/
theorem det_normalMatrix_pos_iff {n : ℕ} (R : Fin n → Distance) :
    0 < (normalMatrix R).det ↔ ∃ k l, R k ≠ R l := by
  constructor
  · intro h
    by_contra hno
    have heq : ∀ k l, R k = R l := fun k l => by_contra fun h' => hno ⟨k, l, h'⟩
    have h0 : (normalMatrix R).det = 0 := by
      rw [det_normalMatrix]
      refine Finset.sum_eq_zero fun k _ => Finset.sum_eq_zero fun l _ => ?_
      rw [heq k l]; ring
    linarith
  · -- one pair with different distances contributes a positive term
    have key : ∀ k l, k < l → R k ≠ R l → 0 < (normalMatrix R).det := by
      intro k l hkl hne
      have hd : 1 / (R k : ℝ) ^ 2 - 1 / (R l : ℝ) ^ 2 ≠ 0 := by
        intro h
        have h' := sub_eq_zero.1 h
        rw [one_div, one_div, inv_inj] at h'
        exact hne (Subtype.ext
          ((pow_left_inj₀ (R k).2.le (R l).2.le two_ne_zero).1 h'))
      have hterm : ∀ i j, 0 ≤ 1 / ((R i : ℝ) * R j) ^ 12 *
          (1 / (R i : ℝ) ^ 2 - 1 / (R j : ℝ) ^ 2) ^ 2 := fun i j =>
        mul_nonneg (one_div_pos.2 (pow_pos (mul_pos (R i).2 (R j).2) 12)).le (sq_nonneg _)
      rw [det_normalMatrix]
      refine Finset.sum_pos' (fun i _ => Finset.sum_nonneg fun j _ => hterm i j)
        ⟨k, Finset.mem_univ k, Finset.sum_pos' (fun j _ => hterm k j)
          ⟨l, Finset.mem_Ioi.2 hkl, ?_⟩⟩
      exact mul_pos (one_div_pos.2 (pow_pos (mul_pos (R k).2 (R l).2) 12))
        ((sq_nonneg _).lt_of_ne' (pow_ne_zero 2 hd))
    rintro ⟨k, l, hne⟩
    rcases lt_trichotomy k l with h | h | h
    · exact key k l h hne
    · exact absurd (congrArg R h) hne
    · exact key l k h hne.symm

end

end DetNormalMatrixPosIff
```

Messages:

```
Main.lean:91:30: error: Ambiguous term
  inv_inj
Possible interpretations:
  _root_.inv_inj : ?m.175⁻¹ = ?m.176⁻¹ ↔ ?m.175 = ?m.176
  
  Matrix.inv_inj : ?m.178⁻¹ = ?m.179⁻¹ → IsUnit (det ?m.178) → ?m.178 = ?m.179
```

Cause. The error is about a name, not about the mathematics. The file has `open Matrix`, so the short name `inv_inj` can mean either `_root_.inv_inj` or `Matrix.inv_inj`. Lean lists both and reports an ambiguous term, because nothing in the `rw` call settles which is meant before the rewriting starts.

The step needs the first. At that point `h'` says that the inverses of two squared distances are equal, and `_root_.inv_inj` is an equivalence that turns this into equality of the squares themselves. `Matrix.inv_inj` is about inverses of matrices and asks for a determinant that is a unit, so it does not fit an equation between real numbers.

The diff writes the full name `_root_.inv_inj`, which leaves only one reading. The rewrite then goes through, and the next line can deduce from the equal squares that the distances are equal, contradicting `hne`.

This version goes through:

```diff
@@ -89,5 +89,5 @@
         intro h
         have h' := sub_eq_zero.1 h
-        rw [one_div, one_div, inv_inj] at h'
+        rw [one_div, one_div, _root_.inv_inj] at h'
         exact hne (Subtype.ext
           ((pow_left_inj₀ (R k).2.le (R l).2.le two_ne_zero).1 h'))
```
